# The transfer matrix of a square well of fixed area tends to that of a delta well as the width vanishes

A particle of zero energy enters a square well of width $e$ and depth $g/e$, with $g>0$, at a point where its wave function is 1 and its slope is 0. In units $\hbar=m=1$ the interior wave number is $q=\sqrt{2g/e}$, the wave function inside is $\cos qx$, and at the far edge

$$\psi(e)=\cos qe,\qquad \psi'(e)=-q\sin qe .$$

The phase $qe=\sqrt{2ge}$ vanishes with the width, so $\psi(e)\to1$. The slope behaves like $-q\cdot qe=-2g$ and keeps a finite value. The well becomes too narrow to change the wave function, but it still bends it by a fixed amount.

## The limit at energy $k^2/2$

For real $k$ the energy is $k^2/2$ and the interior wave number is $q(e)=\sqrt{k^2+2g/e}$. The matrix that carries $(\psi,\psi')$ from the left edge to the right edge has the entrywise limit

$$\begin{pmatrix}\cos qe & \sin(qe)/q\\ -q\sin qe & \cos qe\end{pmatrix}\;\longrightarrow\;\begin{pmatrix}1&0\\-2g&1\end{pmatrix}\qquad(e\to0^+).$$

The constant $g$ is the area of the well, depth times width, and is the strength of the attractive potential $-g\,\delta(x)$. With $\hbar$ and $m$ restored, $2g$ becomes $2mg/\hbar^2$.

## Replacing a narrow well in a propagation code

A transfer-matrix code for one particle in one dimension multiplies one matrix per layer of constant potential. Where a layer is an attractive well so narrow that the phase $qe$ is much smaller than 1, and the terms $e\psi'$ in the wave function and $ek^2\psi$ in the slope are negligible, the code can use the limit matrix as an approximation: it leaves $\psi$ alone and replaces $\psi'$ by $\psi'-2g\psi$. The layer then needs no width and no trigonometric functions. The thin slices of a wide well must not all be replaced in this way: the product of their limit matrices would leave $\psi$ unchanged across the whole well. For a complex scattering state the same update acts on the real and imaginary parts.

Take $k=1$, $g=1$, $e=0.01$. Then $q^2=201$ and $(qe)^2=0.0201$, and the finite well has

$$\begin{pmatrix}0.98997&0.00997\\-2.00327&0.98997\end{pmatrix}.$$

Incoming data $(0.8,\,0.1)$ leave this well as $(0.7930,\,-1.5036)$. The limit matrix gives $(0.8,\,-1.5)$.

## From the Schrödinger equation to the jump in slope

Write $\varphi=\psi'$. Inside the well $\varphi'=-q^2\psi$. Consider the two combinations

$$A(x)=q\cos(q(e-x))\,\psi+\sin(q(e-x))\,\varphi,$$
$$B(x)=\cos(q(e-x))\,\varphi-q\sin(q(e-x))\,\psi .$$

With the argument $q(e-x)$ understood in each sine and cosine, their derivatives are

$$A'=q^2\sin\,\psi+q\cos\,\varphi-q\cos\,\varphi-q^2\sin\,\psi=0,$$
$$B'=q\sin\,\varphi-q^2\cos\,\psi+q^2\cos\,\psi-q\sin\,\varphi=0 .$$

Both are therefore constant across the well. Equating $A(e)=q\psi(e)$ with $A(0)$, and $B(e)=\varphi(e)$ with $B(0)$, gives

$$\psi(e)=\cos(qe)\,\psi(0)+\frac{\sin qe}{q}\,\varphi(0),\qquad \varphi(e)=-q\sin(qe)\,\psi(0)+\cos(qe)\,\varphi(0),$$

which is the transfer matrix.

For the limit, the quantity to follow is

$$e\,q^2=e k^2+2g\;\to\;2g .$$

It follows that $(qe)^2=e\cdot(eq^2)\to0$, so $qe\to0$. Let $\operatorname{sinc}x=\sin x/x$ with $\operatorname{sinc}0=1$, the convention without a factor $\pi$. Then

- $\cos qe\to1$;
- $\sin(qe)/q=e\operatorname{sinc}(qe)\to0$;
- $-q\sin qe=-(eq^2)\operatorname{sinc}(qe)\to-2g$.

Applied to fixed incoming data $(a,b)$, the matrix gives outgoing data that tend to $(a,\;b-2ga)$.

The identity for the lower left entry, $-q\sin qe=-(eq^2)\operatorname{sinc}(qe)$, can also be read backwards. If $qe\to0$ and the lower left entry tends to $-c$, then dividing by $-\operatorname{sinc}(qe)\to-1$ gives $eq^2\to c$. Some control of the phase is needed: for $qe=2\pi$ the matrix is the identity at every width, while $eq^2=4\pi^2/e$ diverges.

## The Lean source

```lean
import Mathlib

open Filter Topology Set Matrix

namespace DeltaWellLimit

noncomputable section

/-- Wave number inside a well of depth `U` at energy `k² / 2`, in units `ħ = m = 1`,
for `k² + 2U ≥ 0`. -/
def waveNumber (k U : ℝ) : ℝ := √(k ^ 2 + 2 * U)

/-- Transfer matrix for the pair (wave function, slope) across a region of width `e` with
constant wave number `q`; here `sinc x = sin x / x`, with value `1` at `x = 0`. -/
def wellTransfer (q e : ℝ) : Matrix (Fin 2) (Fin 2) ℝ :=
  !![Real.cos (q * e), e * Real.sinc (q * e);
     -q * Real.sin (q * e), Real.cos (q * e)]

/-- A real wave function `ψ` with slope `φ` that solves the stationary Schrödinger equation
`-ψ'' / 2 - U ψ = (k² / 2) ψ` inside a well of depth `U` on `[0, e]`, both being continuous
up to the edges. -/
structure IsWellState (k U e : ℝ) (ψ φ : ℝ → ℝ) : Prop where
  cont : ContinuousOn ψ (Icc 0 e)
  cont_slope : ContinuousOn φ (Icc 0 e)
  slope : ∀ x ∈ Ioo 0 e, HasDerivAt ψ (φ x) x
  schrodinger : ∀ x ∈ Ioo 0 e, HasDerivAt φ (-(k ^ 2 + 2 * U) * ψ x) x

/-- The sine is its argument times the sinc function. -/
lemma mul_sinc (x : ℝ) : x * Real.sinc x = Real.sin x := by
  by_cases h : x = 0
  · simp [h]
  · rw [Real.sinc_of_ne_zero h]
    field_simp

/-- For nonzero wave number the transfer matrix has its textbook form. -/
theorem wellTransfer_eq {q : ℝ} (e : ℝ) (hq : q ≠ 0) :
    wellTransfer q e = !![Real.cos (q * e), Real.sin (q * e) / q;
      -q * Real.sin (q * e), Real.cos (q * e)] := by
  have h : e * Real.sinc (q * e) = Real.sin (q * e) / q := by
    rw [eq_div_iff hq]
    linear_combination mul_sinc (q * e)
  unfold wellTransfer
  rw [h]

/-- The lower left entry of the transfer matrix is `-e q²` times a sinc factor. -/
lemma wellTransfer_lower (q e : ℝ) :
    wellTransfer q e 1 0 = -(e * q ^ 2 * Real.sinc (q * e)) := by
  change -q * Real.sin (q * e) = _
  linear_combination q * mul_sinc (q * e)

/-- A function continuous on `[0, e]` with zero derivative inside has equal end values. -/
lemma eq_of_zero_deriv {f : ℝ → ℝ} {e : ℝ} (he : 0 < e) (hf : ContinuousOn f (Icc 0 e))
    (hd : ∀ x ∈ Ioo 0 e, HasDerivAt f 0 x) : f e = f 0 := by
  obtain ⟨c, _, hc⟩ := exists_hasDerivAt_eq_slope f (fun _ => 0) he hf hd
  have hc' : (0 : ℝ) = (f e - f 0) / (e - 0) := hc
  have he' : e - 0 ≠ 0 := by linarith [he] |> fun h : e - 0 > 0 => h.ne'
  rw [eq_div_iff he'] at hc'
  linarith

/-- The transfer matrix carries the wave function and slope at the left edge of a well of
positive width to those at the right edge, when `k² + 2U > 0`. -/
theorem well_state_transfer {k U e : ℝ} {ψ φ : ℝ → ℝ} (he : 0 < e)
    (hU : 0 < k ^ 2 + 2 * U) (h : IsWellState k U e ψ φ) :
    ![ψ e, φ e] = wellTransfer (waveNumber k U) e *ᵥ ![ψ 0, φ 0] := by
  have hpos : 0 < waveNumber k U := Real.sqrt_pos.2 hU
  have hsq : waveNumber k U ^ 2 = k ^ 2 + 2 * U := Real.sq_sqrt hU.le
  generalize waveNumber k U = q at hpos hsq ⊢
  have hq : q ≠ 0 := hpos.ne'
  have hψ := h.cont
  have hφ := h.cont_slope
  have hl : ∀ x : ℝ, HasDerivAt (fun x => q * (e - x)) (-q) x := fun x =>
    (((hasDerivAt_id' x).const_sub e).const_mul q).congr_deriv (by ring)
  -- two combinations of wave function and slope are constant across the well
  have hA := eq_of_zero_deriv
    (f := fun x => q * (Real.cos (q * (e - x)) * ψ x) + Real.sin (q * (e - x)) * φ x)
    he (by fun_prop) (fun x hx =>
      ((((hl x).cos.fun_mul (h.slope x hx)).const_mul q).fun_add
        ((hl x).sin.fun_mul (h.schrodinger x hx))).congr_deriv (by
          linear_combination (Real.sin (q * (e - x)) * ψ x) * hsq))
  have hB := eq_of_zero_deriv
    (f := fun x => Real.cos (q * (e - x)) * φ x - q * (Real.sin (q * (e - x)) * ψ x))
    he (by fun_prop) (fun x hx =>
      (((hl x).cos.fun_mul (h.schrodinger x hx)).fun_sub
        (((hl x).sin.fun_mul (h.slope x hx)).const_mul q)).congr_deriv (by
          linear_combination (Real.cos (q * (e - x)) * ψ x) * hsq))
  simp only [sub_self, mul_zero, Real.cos_zero, Real.sin_zero, sub_zero, one_mul,
    zero_mul, add_zero] at hA hB
  have hA' : ψ e = Real.cos (q * e) * ψ 0 + Real.sin (q * e) / q * φ 0 := by
    field_simp
    linear_combination hA
  rw [wellTransfer_eq e hq]
  ext i
  fin_cases i
  · simp [Matrix.mulVec, dotProduct, Fin.sum_univ_two]
    linarith
  · simp [Matrix.mulVec, dotProduct, Fin.sum_univ_two]
    linarith

/-- If width times squared wave number tends to `c` as the width shrinks to zero, the transfer
matrix tends entrywise to that of a point interaction, with lower left entry `-c`. -/
theorem tendsto_wellTransfer {q : ℝ → ℝ} {c : ℝ}
    (hc : Tendsto (fun e => e * q e ^ 2) (𝓝[>] 0) (𝓝 c)) (i j : Fin 2) :
    Tendsto (fun e => wellTransfer (q e) e i j) (𝓝[>] 0)
      (𝓝 ((!![1, 0; -c, 1] : Matrix (Fin 2) (Fin 2) ℝ) i j)) := by
  have he : Tendsto (fun e : ℝ => e) (𝓝[>] 0) (𝓝 0) := nhdsWithin_le_nhds
  -- the phase `q e` accumulated in the well vanishes
  have hphase : Tendsto (fun e => q e * e) (𝓝[>] 0) (𝓝 0) := by
    have h1 : Tendsto (fun e => (q e * e) ^ 2) (𝓝[>] 0) (𝓝 0) := by
      have h := he.mul hc
      rw [zero_mul] at h
      exact h.congr fun e => by ring
    have h2 := h1.sqrt
    simp only [Real.sqrt_sq_eq_abs, Real.sqrt_zero] at h2
    exact (tendsto_zero_iff_abs_tendsto_zero _).2 h2
  have hcos : Tendsto (fun e => Real.cos (q e * e)) (𝓝[>] 0) (𝓝 1) := by
    have h := (Real.continuous_cos.tendsto 0).comp hphase
    rw [Real.cos_zero] at h
    exact h
  have hsinc : Tendsto (fun e => Real.sinc (q e * e)) (𝓝[>] 0) (𝓝 1) := by
    have h := (Real.continuous_sinc.tendsto 0).comp hphase
    rw [Real.sinc_zero] at h
    exact h
  have h01 := he.mul hsinc
  rw [zero_mul] at h01
  have h10 := (hc.mul hsinc).neg
  rw [mul_one] at h10
  fin_cases i <;> fin_cases j
  · exact hcos
  · exact h01
  · exact h10.congr fun e => (wellTransfer_lower (q e) e).symm
  · exact hcos

/-- For a well of width `e` and depth `g / e` with `g > 0`, width times squared wave number
tends to `2g` as the width shrinks to zero. -/
lemma tendsto_strength (k : ℝ) {g : ℝ} (hg : 0 < g) :
    Tendsto (fun e => e * waveNumber k (g / e) ^ 2) (𝓝[>] 0) (𝓝 (2 * g)) := by
  have hcont : Continuous fun e : ℝ => e * k ^ 2 + 2 * g := by fun_prop
  have h : Tendsto (fun e : ℝ => e * k ^ 2 + 2 * g) (𝓝[>] 0) (𝓝 (0 * k ^ 2 + 2 * g)) :=
    (hcont.tendsto 0).mono_left nhdsWithin_le_nhds
  rw [zero_mul, zero_add] at h
  refine h.congr' ?_
  filter_upwards [self_mem_nhdsWithin] with e he
  have he' : 0 < e := he
  have hsq : waveNumber k (g / e) ^ 2 = k ^ 2 + 2 * (g / e) := Real.sq_sqrt (by positivity)
  have h1 : e * (g / e) = g := mul_div_cancel₀ g he'.ne'
  rw [hsq]
  linear_combination (-2) * h1

/-- Delta well as a limit: for `g > 0` the transfer matrix of a well of width `e` and depth
`g / e` tends entrywise to `[[1, 0], [-2g, 1]]` as `e` tends to zero from above. -/
theorem delta_limit (k : ℝ) {g : ℝ} (hg : 0 < g) (i j : Fin 2) :
    Tendsto (fun e =>
      (!![Real.cos (waveNumber k (g / e) * e),
          Real.sin (waveNumber k (g / e) * e) / waveNumber k (g / e);
          -waveNumber k (g / e) * Real.sin (waveNumber k (g / e) * e),
          Real.cos (waveNumber k (g / e) * e)] : Matrix (Fin 2) (Fin 2) ℝ) i j)
      (𝓝[>] 0) (𝓝 ((!![1, 0; -(2 * g), 1] : Matrix (Fin 2) (Fin 2) ℝ) i j)) := by
  refine (tendsto_wellTransfer (tendsto_strength k hg) i j).congr' ?_
  filter_upwards [self_mem_nhdsWithin] with e he
  have he' : 0 < e := he
  have hq : 0 < waveNumber k (g / e) := Real.sqrt_pos.2 (by positivity)
  rw [wellTransfer_eq e hq.ne']

/-- Jump condition: solutions in wells of width `e` and depth `g / e`, `g > 0`, that enter with
value `a` and slope `b` leave with value tending to `a` and slope tending to `b - 2ga`. -/
theorem delta_jump {k g a b : ℝ} (hg : 0 < g) {ψ φ : ℝ → ℝ → ℝ}
    (h : ∀ e > 0, IsWellState k (g / e) e (ψ e) (φ e))
    (ha : ∀ e > 0, ψ e 0 = a) (hb : ∀ e > 0, φ e 0 = b) :
    Tendsto (fun e => ψ e e) (𝓝[>] 0) (𝓝 a) ∧
      Tendsto (fun e => φ e e) (𝓝[>] 0) (𝓝 (b - 2 * g * a)) := by
  have T := tendsto_wellTransfer (tendsto_strength k hg)
  have key : ∀ e > 0, ![ψ e e, φ e e] = wellTransfer (waveNumber k (g / e)) e *ᵥ ![a, b] := by
    intro e he
    have := well_state_transfer he (by positivity) (h e he)
    rwa [ha e he, hb e he] at this
  constructor
  · have h1 : Tendsto (fun e => wellTransfer (waveNumber k (g / e)) e 0 0 * a
        + wellTransfer (waveNumber k (g / e)) e 0 1 * b) (𝓝[>] 0) (𝓝 (1 * a + 0 * b)) :=
      ((T 0 0).mul_const a).add ((T 0 1).mul_const b)
    rw [show 1 * a + 0 * b = a by ring] at h1
    refine h1.congr' ?_
    filter_upwards [self_mem_nhdsWithin] with e he
    have h2 := congrFun (key e he) 0
    simp only [Matrix.mulVec, dotProduct, Fin.sum_univ_two] at h2
    exact h2.symm
  · have h1 : Tendsto (fun e => wellTransfer (waveNumber k (g / e)) e 1 0 * a
        + wellTransfer (waveNumber k (g / e)) e 1 1 * b) (𝓝[>] 0)
        (𝓝 (-(2 * g) * a + 1 * b)) :=
      ((T 1 0).mul_const a).add ((T 1 1).mul_const b)
    rw [show -(2 * g) * a + 1 * b = b - 2 * g * a by ring] at h1
    refine h1.congr' ?_
    filter_upwards [self_mem_nhdsWithin] with e he
    have h2 := congrFun (key e he) 1
    simp only [Matrix.mulVec, dotProduct, Fin.sum_univ_two] at h2
    exact h2.symm

/-- Converse: if the phase `q e` vanishes with the width and the lower left entry of the transfer
matrix tends to `-c`, then width times squared wave number tends to `c`. -/
theorem strength_of_limit {q : ℝ → ℝ} {c : ℝ}
    (hphase : Tendsto (fun e => q e * e) (𝓝[>] 0) (𝓝 0))
    (h : Tendsto (fun e => wellTransfer (q e) e 1 0) (𝓝[>] 0) (𝓝 (-c))) :
    Tendsto (fun e => e * q e ^ 2) (𝓝[>] 0) (𝓝 c) := by
  have hsinc : Tendsto (fun e => Real.sinc (q e * e)) (𝓝[>] 0) (𝓝 1) := by
    have h := (Real.continuous_sinc.tendsto 0).comp hphase
    rw [Real.sinc_zero] at h
    exact h
  -- divide the entry by the sinc factor, which is nonzero for narrow wells
  have h1 := h.neg.div hsinc one_ne_zero
  rw [neg_neg, div_one] at h1
  refine h1.congr' ?_
  filter_upwards [hsinc.eventually_ne one_ne_zero] with e he
  change -(wellTransfer (q e) e 1 0) / Real.sinc (q e * e) = e * q e ^ 2
  rw [div_eq_iff he, wellTransfer_lower, neg_neg]

end

end DeltaWellLimit
```

```lean
#print axioms DeltaWellLimit.tendsto_wellTransfer
#print axioms DeltaWellLimit.delta_limit
#print axioms DeltaWellLimit.delta_jump
#print axioms DeltaWellLimit.strength_of_limit
```

```
'DeltaWellLimit.tendsto_wellTransfer' depends on axioms: [propext, Classical.choice, Quot.sound]
'DeltaWellLimit.delta_limit' depends on axioms: [propext, Classical.choice, Quot.sound]
'DeltaWellLimit.delta_jump' depends on axioms: [propext, Classical.choice, Quot.sound]
'DeltaWellLimit.strength_of_limit' depends on axioms: [propext, Classical.choice, Quot.sound]
```

## What the theorems establish, and for which wells

**Objects and conventions.** `waveNumber k U` is $\sqrt{k^2+2U}$, where `U` is the depth, so the potential is $-U$. The letter `e` is the width, and `φ` is the slope of `ψ`, not a second state. `wellTransfer q e` is written with sinc so that it is also correct at $q=0$; `wellTransfer_eq` recovers the textbook form for $q\neq0$. Matrix indices start at 0, so `1 0` is the lower left entry. `IsWellState` says that `ψ` and `φ` are real functions, continuous on $[0,e]$, that satisfy the two first-order equations in the interior. The filter `𝓝[>] 0` means that the width tends to zero through positive values.

**Statements.** `delta_limit` is the displayed matrix limit, for every real `k` and every `g > 0`, one entry `i j` at a time. `well_state_transfer` says that the matrix carries the edge data of any such solution when $e>0$ and $k^2+2U>0$. `delta_jump` takes a family of solutions, one for each width, with common left-edge data `a` and `b`, and gives the limits of the data at the right edge. The family is a hypothesis; the sine and cosine solutions supply it. `tendsto_wellTransfer` needs only that $e\,q(e)^2$ tends to some `c`, and `strength_of_limit` is the converse under vanishing phase.

**The proof.** `eq_of_zero_deriv` uses the mean value theorem to turn a zero derivative into equal end values. In `well_state_transfer` it is applied to $A$ and $B$, as `hA` and `hB`; the `linear_combination` inside each of these two steps uses `hsq`, the relation $q^2=k^2+2U$, to cancel the terms in $\psi$. In `tendsto_wellTransfer`, `hphase` first shows that $(qe)^2\to0$ and then takes a square root, which gives $|qe|\to0$. Continuity of cosine and sinc supplies the other factors, `wellTransfer_lower` rewrites the lower left entry, and `fin_cases` goes through the four entries. `tendsto_strength` computes $eq^2=ek^2+2g$. That formula holds for every $e>0$ but fails at $e=0$ and at small negative $e$, so the limit is transferred with `congr'`, which asks for agreement at small positive widths alone. `delta_jump` combines the matrix limits with the transfer of solutions, and `strength_of_limit` divides by sinc once it is nonzero.

**Limits of validity.** Since $k$ is real, `delta_limit` concerns energies $k^2/2\ge0$, which leaves out the bound state of the delta well. Repulsive barriers are also excluded: for negative `g`, Lean's square root of a negative number is 0, the lower left entry tends to 0, and the formal statement fails. The physical limit still holds for a barrier, with hyperbolic functions in place of sine and cosine, but it is not proved here. The convergence is at fixed $k$, with no error bound in $e$ and no uniformity in energy, so it does not say how narrow a layer must be before a code may replace it.

The step left to the physics is the identification of the limit matrix with the potential $-g\,\delta(x)$. No delta potential is defined in the source. The link is the usual integration of the Schrödinger equation across the origin, which gives a continuous $\psi$ and a slope that jumps by $-2g\psi(0)$.
